# Position and momentum operators couple solid harmonics of degree l only to degrees l ± 1

When an LAPW code computes momentum matrix elements inside a muffin-tin sphere, it expands both orbitals in angular channels and sums over pairs $(l', l)$. It can skip every pair except $l' = l+1$ and $l' = l-1$. The result below justifies this for single-particle orbitals whose radial function in channel $l$ is $r^l$ times a polynomial in $r^2$.

## Splitting a coordinate times a harmonic

Write $x_0, x_1, x_2$ for $x, y, z$, let $\partial_i$ be the derivative along $x_i$, and let $\Delta = \sum_k \partial_k^2$ and $r^2 = \sum_k x_k^2$. A solid harmonic of degree $l$ is a real homogeneous polynomial $h$ of degree $l$ with $\Delta h = 0$. The zero polynomial counts as homogeneous of every degree. For each direction $i$,

$$x_i h = U_i h + \frac{r^2}{2l+1}\,\partial_i h, \qquad U_i h := x_i h - \frac{r^2\,\partial_i h}{2l+1}.$$

Here $U_i h$ is a solid harmonic of degree $l+1$. The gradient component $\partial_i h$ is a solid harmonic of degree $l-1$ if $l \ge 1$, and is zero if $l = 0$. For $h = z$ and $i = 2$, the upper part is $z^2 - r^2/3$.

## Channel loops and radial factors

Let an orbital in one channel be $f(r^2)\,h$, and let $f'$ be the derivative of $f$ with respect to its argument $r^2$. The product rule and the splitting give

$$\partial_i\big(f h\big) = 2f'\,U_i h + \Big(f + \frac{2r^2 f'}{2l+1}\Big)\partial_i h.$$

A gradient routine can therefore work with two radial factors per channel, one for $l+1$ and one for $l-1$; for $l = 0$ only the first occurs. The formula is linear in $h$, so it holds for any normalisation of the harmonics.

## From Euler's identity to the selection rules

**Lowering.** Partial derivatives commute, so $\Delta\partial_i h = \partial_i\Delta h = 0$, and differentiation lowers the degree by one.

**Raising.** For any polynomial $p$, $\Delta(x_i p) = x_i\Delta p + 2\partial_i p$. Put $g = \partial_i h$, so $\Delta g = 0$. Applying the rule twice,

$$\Delta(x_k^2 g) = x_k\,(2\partial_k g) + 2\partial_k(x_k g) = 4x_k\partial_k g + 2g.$$

Euler's identity for $g$ reads $\sum_k x_k\partial_k g = (l-1)g$, which also holds for $l=0$ because then $g = 0$. Summing over $k$,

$$\Delta(r^2 g) = 4(l-1)g + 6g = 2(2l+1)g.$$

Since $\Delta(x_i h) = 2g$, it follows that $\Delta(U_i h) = 2g - 2g = 0$.

**Orthogonality.** Let $R_{ij} = x_i\partial_j - x_j\partial_i$ and $E = \sum_k x_k\partial_k$. For $i \ne j$,

$$R_{ij}^2 = x_i^2\partial_j^2 + x_j^2\partial_i^2 - 2x_ix_j\partial_i\partial_j - x_i\partial_i - x_j\partial_j.$$

Summing over the three pairs, and using $\sum_{i,j}x_ix_j\partial_i\partial_j = E^2 - E$, gives $\sum R_{ij}^2 = r^2\Delta - E^2 - E$. On a solid harmonic of degree $n$ this is multiplication by $-n(n+1)$.

Let $J$ be a linear functional with $J(R_{ij}p) = 0$ for all $p$, such as integration over a ball centred at the origin. Let $p, q$ be solid harmonics of degrees $l, m$, and let $w = f(r^2)$. Since $\partial_i w = 2x_i f'(r^2)$, we have $R_{ij}w = 0$. The cross terms cancel in

$$R_{ij}\big[w(pR_{ij}q - qR_{ij}p)\big] = w(pR_{ij}^2q - qR_{ij}^2p).$$

Applying $J$ and summing over the pairs gives $(l-m)(l+m+1)\,J(wpq) = 0$, so $J(wpq) = 0$ when $l \ne m$.

**Selection rules.** Let $p$ now have degree $l'$. In $J(w\,p\,x_i h)$, split $x_i h$ and absorb the $r^2$ into the weight. The two terms vanish unless $l' = l+1$ or $l' = l-1$, respectively. For momentum, $\partial_i(fh) = 2f'x_i h + f\,\partial_i h$ is a dipole term plus a gradient term, and the same rule follows.

## The Lean file

```lean
import Mathlib

open MvPolynomial

namespace SolidHarmonicSelection

noncomputable section

/-- Real polynomials in the Cartesian coordinates x, y, z. -/
abbrev Poly := MvPolynomial (Fin 3) ℝ

/-- The Laplacian, the sum of the three second partial derivatives. -/
def laplacian (p : Poly) : Poly := ∑ k, pderiv k (pderiv k p)

/-- The squared radius r² = x² + y² + z². -/
def rsq : Poly := ∑ k, X k ^ 2

/-- A solid harmonic of degree l: a homogeneous polynomial of degree l with zero Laplacian. -/
def IsSolidHarmonic (l : ℕ) (h : Poly) : Prop := h.IsHomogeneous l ∧ laplacian h = 0

/-- The part x_i h - r² ∂_i h / (2l+1) of the product x_i h. -/
def upper (i : Fin 3) (l : ℕ) (h : Poly) : Poly :=
  X i * h - C (1 / (2 * (l : ℝ) + 1)) * (rsq * pderiv i h)

/-- The infinitesimal rotation x_i ∂_j - x_j ∂_i. -/
def rot (i j : Fin 3) (p : Poly) : Poly := X i * pderiv j p - X j * pderiv i p

/-- A linear functional on polynomials is rotation invariant if it annihilates every
infinitesimal rotation of a polynomial. -/
def IsRotationInvariant (J : Poly →ₗ[ℝ] ℝ) : Prop := ∀ i j p, J (rot i j p) = 0

/-- The radial factor f(r²) for a polynomial f in one variable. -/
def radial (f : Polynomial ℝ) : Poly := Polynomial.aeval rsq f

/-- Partial derivatives of a polynomial commute. -/
theorem pderiv_comm (i j : Fin 3) (p : Poly) :
    pderiv i (pderiv j p) = pderiv j (pderiv i p) := by
  have h : ⁅(pderiv i : Derivation ℝ Poly Poly), (pderiv j : Derivation ℝ Poly Poly)⁆ = 0 := by
    apply derivation_ext
    intro k
    rw [Derivation.commutator_apply, pderiv_X, pderiv_X, Pi.single_apply, Pi.single_apply]
    split_ifs <;> simp
  have h' := congrArg (fun D : Derivation ℝ Poly Poly => D p) h
  simp only [Derivation.commutator_apply, Derivation.zero_apply] at h'
  exact sub_eq_zero.mp h'

/-- The Laplacian of x_i p is x_i times the Laplacian of p, plus 2 ∂_i p. -/
theorem laplacian_X_mul (i : Fin 3) (p : Poly) :
    laplacian (X i * p) = X i * laplacian p + 2 * pderiv i p := by
  have s : ∀ k, pderiv k (pderiv k (X i * p)) =
      X i * pderiv k (pderiv k p) + (if i = k then 2 * pderiv k p else 0) := by
    intro k
    by_cases hik : i = k
    · subst hik
      rw [if_pos rfl]
      simp only [pderiv_mul, pderiv_X_self, one_mul, map_add]
      ring
    · rw [if_neg hik]
      simp only [pderiv_mul, pderiv_X_of_ne hik, zero_mul, zero_add, add_zero]
  simp only [laplacian, s, Finset.sum_add_distrib, ← Finset.mul_sum, Finset.sum_ite_eq,
    Finset.mem_univ, if_true]

/-- A Cartesian derivative of a solid harmonic of degree l is zero for l = 0 and a solid
harmonic of degree l - 1 for l ≥ 1. -/
theorem gradient_lowers {l : ℕ} {h : Poly} (hh : IsSolidHarmonic l h) (i : Fin 3) :
    (l = 0 → pderiv i h = 0) ∧ (1 ≤ l → IsSolidHarmonic (l - 1) (pderiv i h)) := by
  refine ⟨fun h0 => ?_, fun _ => ⟨hh.1.pderiv, ?_⟩⟩
  · have hd : h.totalDegree = 0 := Nat.le_zero.mp (h0 ▸ hh.1.totalDegree_le)
    rw [totalDegree_eq_zero_iff_eq_C.mp hd, pderiv_C]
  · -- the derivative commutes with the Laplacian
    have e : laplacian (pderiv i h) = pderiv i (laplacian h) := by
      simp only [laplacian, map_sum]
      refine Finset.sum_congr rfl fun k _ => ?_
      rw [pderiv_comm k i h, pderiv_comm k i (pderiv k h)]
    rw [e, hh.2, map_zero]

/-- For a solid harmonic h of degree l, the polynomial x_i h - r² ∂_i h / (2l+1) is a solid
harmonic of degree l + 1. -/
theorem upper_raises {l : ℕ} {h : Poly} (hh : IsSolidHarmonic l h) (i : Fin 3) :
    IsSolidHarmonic (l + 1) (upper i l h) := by
  have hr : rsq.IsHomogeneous 2 :=
    IsHomogeneous.sum _ _ _ fun k _ => by simpa using (isHomogeneous_X ℝ k).pow 2
  -- harmonicity, Euler's identity and degree for the gradient term
  have key : laplacian (pderiv i h) = 0 ∧
      ∑ k, X k * pderiv k (pderiv i h) + pderiv i h = (l : Poly) * pderiv i h ∧
      (rsq * pderiv i h).IsHomogeneous (l + 1) := by
    rcases Nat.eq_zero_or_pos l with h0 | h1
    · rw [(gradient_lowers hh i).1 h0]
      refine ⟨by simp [laplacian], by simp, ?_⟩
      rw [mul_zero]
      exact isHomogeneous_zero _ _ _
    · obtain ⟨k, rfl⟩ : ∃ k, l = k + 1 := ⟨l - 1, by omega⟩
      have hg : IsSolidHarmonic k (pderiv i h) := (gradient_lowers hh i).2 h1
      refine ⟨hg.2, ?_, ?_⟩
      · rw [hg.1.sum_X_mul_pderiv, nsmul_eq_mul]
        push_cast
        ring
      · have := hr.mul hg.1
        rwa [show 2 + k = k + 1 + 1 by omega] at this
  obtain ⟨hg, hE, hH⟩ := key
  constructor
  · have a := (isHomogeneous_X ℝ i).mul hh.1
    have b := (isHomogeneous_C (Fin 3) (1 / (2 * (l : ℝ) + 1))).mul hH
    rw [add_comm] at a
    rw [zero_add] at b
    exact a.sub b
  · have h2 : laplacian (rsq * pderiv i h) = 2 * (2 * (l : Poly) + 1) * pderiv i h := by
      have e : laplacian (rsq * pderiv i h) =
          ∑ k, laplacian (X k * (X k * pderiv i h)) := by
        simp only [laplacian, rsq, Finset.sum_mul, map_sum, pow_two, mul_assoc]
        exact Finset.sum_comm
      rw [e]
      simp only [Fin.sum_univ_three] at hE ⊢
      simp only [laplacian_X_mul, hg, pderiv_mul, pderiv_X_self]
      linear_combination 4 * hE
    have h3 : ∀ (c : ℝ) (a b : Poly),
        laplacian (a - C c * b) = laplacian a - C c * laplacian b := by
      intro c a b
      simp only [laplacian, map_sub, pderiv_mul, pderiv_C, zero_mul, zero_add,
        Fin.sum_univ_three]
      ring
    have hc : (C (1 / (2 * (l : ℝ) + 1)) : Poly) * (2 * (l : Poly) + 1) = 1 := by
      have two : (C (2 : ℝ) : Poly) = 2 := by
        rw [← one_add_one_eq_two, C_add, C_1, one_add_one_eq_two]
      have e : (2 * (l : Poly) + 1) = C (2 * (l : ℝ) + 1) := by
        rw [C_add, C_mul, two, C_1, map_natCast]
      rw [e, ← C_mul, one_div_mul_cancel (by positivity), C_1]
    rw [upper, h3, laplacian_X_mul, hh.2, h2]
    linear_combination (-2 * pderiv i h) * hc

/-- The gradient of a polynomial radial factor is a multiple of the position vector: ∂_i f(r²) = 2
x_i f'(r²). -/
theorem pderiv_radial (i : Fin 3) (f : Polynomial ℝ) :
    pderiv i (radial f) = 2 * X i * radial (Polynomial.derivative f) := by
  have r : pderiv i rsq = X i + X i := by
    simp only [rsq, map_sum, pow_two, pderiv_mul, pderiv_X, Pi.single_apply, ite_mul, mul_ite,
      one_mul, zero_mul, mul_one, mul_zero, Finset.sum_add_distrib, Finset.sum_ite_eq',
      Finset.mem_univ, if_true]
  unfold radial
  rw [Derivation.map_aeval, r, smul_eq_mul]
  ring

/-- Solid harmonics of different degrees are orthogonal under every rotation-invariant functional,
with any polynomial radial weight f(r²). -/
theorem orthogonal {J : Poly →ₗ[ℝ] ℝ} (hJ : IsRotationInvariant J) (f : Polynomial ℝ)
    {l m : ℕ} {p q : Poly} (hp : IsSolidHarmonic l p) (hq : IsSolidHarmonic m q)
    (hlm : l ≠ m) : J (radial f * (p * q)) = 0 := by
  -- the sum of the squared rotations multiplies a solid harmonic of degree n by -n(n+1)
  have ang : ∀ {n : ℕ} {u : Poly}, IsSolidHarmonic n u →
      rot 0 1 (rot 0 1 u) + rot 1 2 (rot 1 2 u) + rot 2 0 (rot 2 0 u) =
        -((n : Poly) * (n + 1) * u) := by
    intro n u hu
    have E := hu.1.sum_X_mul_pderiv
    have D0 := congrArg (pderiv 0) E
    have D1 := congrArg (pderiv 1) E
    have D2 := congrArg (pderiv 2) E
    have H := hu.2
    simp only [laplacian, Fin.sum_univ_three, nsmul_eq_mul] at E H
    simp only [rot, Fin.sum_univ_three, map_add, map_sub, nsmul_eq_mul, pderiv_mul,
      Derivation.map_natCast, pderiv_X, Pi.single_apply, Fin.isValue, Fin.reduceEq,
      ↓reduceIte, pderiv_comm 1 0 u, pderiv_comm 2 0 u, pderiv_comm 2 1 u] at D0 D1 D2 ⊢
    linear_combination (X 0 ^ 2 + X 1 ^ 2 + X 2 ^ 2) * H - X 0 * D0 - X 1 * D1 - X 2 * D2
      - ((n : Poly) + 1) * E
  -- integration by parts over rotations
  have green : ∀ i j, J (radial f *
      (p * rot i j (rot i j q) - q * rot i j (rot i j p))) = 0 := by
    intro i j
    have e : rot i j (radial f * (p * rot i j q - q * rot i j p)) =
        radial f * (p * rot i j (rot i j q) - q * rot i j (rot i j p)) := by
      simp only [rot, pderiv_mul, map_sub, pderiv_radial]
      ring
    rw [← e]
    exact hJ i j _
  have s : radial f * (p * rot 0 1 (rot 0 1 q) - q * rot 0 1 (rot 0 1 p)) +
      radial f * (p * rot 1 2 (rot 1 2 q) - q * rot 1 2 (rot 1 2 p)) +
      radial f * (p * rot 2 0 (rot 2 0 q) - q * rot 2 0 (rot 2 0 p)) =
      ((l : ℝ) * (l + 1) - m * (m + 1)) • (radial f * (p * q)) := by
    rw [smul_eq_C_mul]
    simp only [map_sub, map_mul, map_add, map_natCast, map_one]
    linear_combination radial f * p * ang hq - radial f * q * ang hp
  have t := congrArg J s
  simp only [map_add, green, map_smul, smul_eq_mul] at t
  have hne : (l : ℝ) - m ≠ 0 := sub_ne_zero.mpr (by exact_mod_cast hlm)
  have hpos : (l : ℝ) + m + 1 ≠ 0 := by positivity
  have z : (((l : ℝ) - m) * (l + m + 1)) * J (radial f * (p * q)) = 0 := by
    linear_combination -t
  exact (mul_eq_zero.mp z).resolve_left (mul_ne_zero hne hpos)

/-- Under a rotation-invariant functional, with any polynomial radial weight f(r²), each gradient
component of a solid harmonic of degree l has vanishing matrix elements with solid harmonics of
every degree l' other than l - 1. -/
theorem gradient_selection {J : Poly →ₗ[ℝ] ℝ} (hJ : IsRotationInvariant J)
    (f : Polynomial ℝ) {l l' : ℕ} {h p : Poly} (hh : IsSolidHarmonic l h)
    (hp : IsSolidHarmonic l' p) (i : Fin 3) (hdown : l' + 1 ≠ l) :
    J (radial f * (p * pderiv i h)) = 0 := by
  rcases Nat.eq_zero_or_pos l with h0 | h1
  · rw [(gradient_lowers hh i).1 h0, mul_zero, mul_zero, map_zero]
  · exact orthogonal hJ f hp ((gradient_lowers hh i).2 h1) (by omega)

/-- Dipole selection rule: under a rotation-invariant functional, the matrix element of x_i between
solid harmonics of degrees l' and l, with any polynomial radial weight f(r²), vanishes unless l' = l
+ 1 or l' = l - 1. -/
theorem dipole_selection {J : Poly →ₗ[ℝ] ℝ} (hJ : IsRotationInvariant J)
    (f : Polynomial ℝ) {l l' : ℕ} {h p : Poly} (hh : IsSolidHarmonic l h)
    (hp : IsSolidHarmonic l' p) (i : Fin 3) (hup : l' ≠ l + 1) (hdown : l' + 1 ≠ l) :
    J (radial f * (p * (X i * h))) = 0 := by
  -- split x_i h into its parts of degree l + 1 and l - 1
  have e : radial f * (p * (X i * h)) = radial f * (p * upper i l h) +
      (1 / (2 * (l : ℝ) + 1)) • (radial (f * Polynomial.X) * (p * pderiv i h)) := by
    rw [smul_eq_C_mul]
    simp only [upper, radial, map_mul, Polynomial.aeval_X]
    ring
  rw [e, map_add, map_smul, orthogonal hJ f hp (upper_raises hh i) hup,
    gradient_selection hJ _ hh hp i hdown, smul_zero, add_zero]

/-- Momentum selection rule: under a rotation-invariant functional, the matrix element of ∂_i
between the orbitals g(r²) p and f(r²) h, with f and g polynomials and p and h solid harmonics of
degrees l' and l, vanishes unless l' = l + 1 or l' = l - 1. -/
theorem momentum_selection {J : Poly →ₗ[ℝ] ℝ} (hJ : IsRotationInvariant J)
    (f g : Polynomial ℝ) {l l' : ℕ} {h p : Poly} (hh : IsSolidHarmonic l h)
    (hp : IsSolidHarmonic l' p) (i : Fin 3) (hup : l' ≠ l + 1) (hdown : l' + 1 ≠ l) :
    J (radial g * (p * pderiv i (radial f * h))) = 0 := by
  have rm : ∀ a b, radial (a * b) = radial a * radial b := fun a b => by
    simp only [radial, map_mul]
  -- the radial derivative gives a dipole term, the angular factor a gradient term
  have e : radial g * (p * pderiv i (radial f * h)) =
      radial (g * Polynomial.derivative f) * (p * (X i * h)) +
      radial (g * Polynomial.derivative f) * (p * (X i * h)) +
      radial (g * f) * (p * pderiv i h) := by
    rw [pderiv_mul, pderiv_radial, rm, rm]
    ring
  rw [e, map_add, map_add, dipole_selection hJ _ hh hp i hup hdown,
    gradient_selection hJ _ hh hp i hdown, add_zero, add_zero]

/-- The functional that sends a polynomial to the value of its Laplacian at the origin. -/
def originLaplacian : Poly →ₗ[ℝ] ℝ where
  toFun p := eval 0 (laplacian p)
  map_add' p q := by simp [laplacian, Finset.sum_add_distrib]
  map_smul' c p := by simp [laplacian, Finset.mul_sum]

/-- The Laplacian at the origin is a rotation-invariant functional, and its value on x_i²
is 2. -/
theorem originLaplacian_witness :
    IsRotationInvariant originLaplacian ∧ ∀ i, originLaplacian (X i * X i) = 2 := by
  have v : ∀ i p, originLaplacian (X i * p) = 2 * eval 0 (pderiv i p) := by
    intro i p
    change eval 0 (laplacian (X i * p)) = _
    rw [laplacian_X_mul, two_mul, two_mul]
    simp
  refine ⟨fun i j p => ?_, fun i => ?_⟩
  · rw [rot, map_sub, v, v, pderiv_comm i j p, sub_self]
  · rw [v, pderiv_X_self, map_one, mul_one]

end

end SolidHarmonicSelection
```

```lean
#print axioms SolidHarmonicSelection.momentum_selection
-- 'SolidHarmonicSelection.momentum_selection' depends on axioms: [propext, Classical.choice, Quot.sound]
```

## Reading the statements and their proofs

`Poly` is the type of real polynomials in three variables, and `IsSolidHarmonic l h` combines homogeneity with zero Laplacian. `upper i l h` is $U_i h$, `rot i j` is $R_{ij}$, and `radial f` is $f(r^2)$. The matrix element is `J` applied to a product, with `J` any functional satisfying `IsRotationInvariant`. The hypothesis `l' + 1 ≠ l` excludes $l' = l-1$ and is automatically true for $l = 0$.

`gradient_lowers` and `upper_raises` are the lowering and raising steps. They rest on `pderiv_comm` and on `laplacian_X_mul`, the product rule for $\Delta$. Inside `upper_raises`, `key` collects the facts about $\partial_i h$ for $l = 0$ and $l \ge 1$ together, `h2` is the factor $2(2l+1)$, and `hc` cancels it against the coefficient.

In `orthogonal`, `ang` derives the eigenvalue $-n(n+1)$ from the vanishing Laplacian, Euler's identity and the three derivatives of that identity. `green` is the integration by parts, using `pderiv_radial`, and `s` sums the three rotations. `gradient_selection` handles the $l-1$ part, `dipole_selection` adds the `upper` part, and `momentum_selection` applies the product rule.

## Polynomial radial factors and invariant functionals

The rules hold for every polynomial radial factor and every rotation-invariant `J`. Invariance is the condition that stands for a spherical integration region centred on the atom. The file does not construct the ball integral. Its explicit example, `originLaplacian`, sends a polynomial to its Laplacian at the origin, and `originLaplacian_witness` shows that this functional is invariant and takes the value 2 on $x_i^2$. That value is the dipole element between $h = 1$ and $p = x_i$, so an allowed element can be nonzero.

LAPW radial functions are usually tabulated numerically and need not be $r^l$ times a polynomial in $r^2$; extending the rules to them takes a separate argument, although the angular algebra is the same. The harmonics in the file are real; the rules carry over to complex spherical harmonics by linearity, on splitting them into real and imaginary parts. `momentum_selection` concerns $\partial_i$, and the momentum operator is $-\mathrm{i}\hbar\,\partial_i$, so the constant factor does not affect which elements vanish. The theorems give neither the size of the allowed elements nor a rule for the magnetic quantum number, and they do not treat the interstitial region.
